# For independent electrons with a constant density of states, the thermal part of the grand potential is \(-(\pi^2/6)\,nT^2\)

To estimate the electronic thermal contribution for a metallic alloy phase from a static calculation, one can read off the density of states \(n\) at the Fermi level, with both spins counted, and add \(-(\pi^2/6)\,nT^2\) to the zero-temperature grand potential at the same chemical potential. Here \(T\) stands for Boltzmann's constant times the temperature. This term is exact for independent electrons whose density of states is constant at all energies; for a real band it is an approximation.

## Subtracting the filled levels

Let \(T>0\) be the thermal energy (Boltzmann's constant times temperature), \(\mu\) the chemical potential and \(D(e)\) the density of states at energy \(e\). A level at \(e\) contributes \(-T\ln(1+e^{-(e-\mu)/T})\) to the grand potential, which tends to \(-\max(\mu-e,0)\) as \(T\to0\) at fixed \(\mu\). The thermal part is therefore

\[
\Omega_{\rm th}=-\int_{-\infty}^{\infty} D(e)\left[T\ln\!\left(1+e^{-(e-\mu)/T}\right)-\max(\mu-e,0)\right]de .
\]

For constant nonzero \(D=n\), the two terms diverge if integrated separately, because the band has no bottom. Their difference decays on both sides of \(\mu\).

With \(x=(e-\mu)/T\), the bracket equals \(T\varphi(x)\), where

\[
\varphi(x)=\ln(1+e^{-x})-\max(-x,0).
\]

## The integral by way of Bose statistics

For \(x\ge0\), \(\varphi(x)=\ln(1+e^{-x})\). For \(x<0\), the factorisation \(1+e^{-x}=e^{-x}(1+e^{x})\) gives \(\varphi(x)=-x+\ln(1+e^{x})-(-x)=\ln(1+e^{x})\). Hence \(\varphi(x)=\ln(1+e^{-|x|})\), which expresses particle-hole symmetry.

Consider first the bosonic logarithm. For \(x>0\),

\[
-\ln(1-e^{-x})=\sum_{k=0}^{\infty}\frac{e^{-(k+1)x}}{k+1}.
\]

All terms are positive, so they may be integrated one by one:

\[
\int_0^\infty-\ln(1-e^{-x})\,dx=\sum_{k=0}^{\infty}\frac1{(k+1)^2}=\frac{\pi^2}{6}.
\]

Replacing \(x\) by \(2x\) halves the integral to \(\pi^2/12\). From \(1-e^{-2x}=(1-e^{-x})(1+e^{-x})\),

\[
\ln(1+e^{-x})=-\ln(1-e^{-x})-\left[-\ln(1-e^{-2x})\right],
\]

so the half-line integral is \(\pi^2/6-\pi^2/12=\pi^2/12\). By symmetry \(\int_{-\infty}^{\infty}\varphi\,dx=\pi^2/6\). Since \(de=T\,dx\),

\[
\Omega_{\rm th}=-n\,T\cdot T\cdot\frac{\pi^2}{6}=-\frac{\pi^2}{6}\,nT^2 .
\]

## What the theorems state

`thermalKernel` is \(\varphi\), and `thermalGrandPotential D μ T` is \(\Omega_{\rm th}\), with an integral over the whole real line. The zero-temperature subtraction is part of the definition; the limit that motivates it is not a theorem in the file.

`integral_thermalKernel` says that \(\varphi\) is integrable and has integral \(\pi^2/6\). `thermalGrandPotential_const` gives the grand potential for the constant function `fun _ => n`, any real `μ` and `0 < T`. It holds for every real `n`; physically \(n\ge0\), in states per unit energy, with spin included in the count.

The theorems do not cover band edges, an energy-dependent density of states, interactions, or a shift of \(\mu\) with temperature. They therefore give no error estimate for a real alloy.

## The Lean file

```lean
import Mathlib

open MeasureTheory Set Real

namespace FlatBandGrandPotential

noncomputable section

/-- The dimensionless thermal kernel: the grand-potential logarithm of one level at reduced energy
`x`, minus `max (-x) 0`, the form it approaches far from the chemical potential. -/
def thermalKernel (x : ℝ) : ℝ := log (1 + exp (-x)) - max (-x) 0

/-- The thermal part of the grand potential of independent electrons with density of states `D`,
chemical potential `μ` and thermal energy `T`, measured from the zero-temperature expression. -/
def thermalGrandPotential (D : ℝ → ℝ) (μ T : ℝ) : ℝ :=
  -∫ e, D e * (T * log (1 + exp (-((e - μ) / T))) - max (μ - e) 0)

/-- The thermal kernel at `x` equals `ln (1 + exp (-|x|))`. -/
theorem thermalKernel_eq (x : ℝ) : thermalKernel x = log (1 + exp (-|x|)) := by
  unfold thermalKernel
  rcases le_total 0 x with h | h
  · rw [abs_of_nonneg h, max_eq_right (neg_nonpos.2 h), sub_zero]
  · rw [abs_of_nonpos h, max_eq_left (neg_nonneg.2 h), neg_neg]
    have h1 : 1 + exp (-x) = exp (-x) * (1 + exp x) := by
      rw [mul_add, mul_one, ← exp_add, neg_add_cancel, exp_zero, add_comm]
    have h2 : 1 + exp x ≠ 0 := (add_pos one_pos (exp_pos x)).ne'
    rw [h1, log_mul (exp_ne_zero (-x)) h2, log_exp]
    ring

/-- A real function with nonzero integral is integrable. -/
theorem integrable_of_ne_zero {ν : Measure ℝ} {g : ℝ → ℝ} (h : (∫ x, g x ∂ν) ≠ 0) :
    Integrable g ν := by
  by_contra hn
  exact h (integral_undef hn)

/-- The bosonic counterpart: the integral of `-ln (1 - exp (-x))` over positive reduced
energies is `π² / 6`. -/
theorem integral_bose : ∫ x in Ioi (0 : ℝ), -log (1 - exp (-x)) = π ^ 2 / 6 := by
  have hz : HasSum (fun k : ℕ => ((k : ℝ) + 1)⁻¹ * ((k : ℝ) + 1)⁻¹) (π ^ 2 / 6) := by
    have h := (hasSum_nat_add_iff' 1).mpr hasSum_zeta_two
    rw [Finset.sum_range_one, Nat.cast_zero, zero_pow two_ne_zero, div_zero, sub_zero] at h
    have e : (fun k : ℕ => ((k : ℝ) + 1)⁻¹ * ((k : ℝ) + 1)⁻¹)
        = fun k : ℕ => 1 / ((k + 1 : ℕ) : ℝ) ^ 2 := by
      funext k
      rw [Nat.cast_add, Nat.cast_one, one_div, sq, mul_inv]
    rw [e]
    exact h
  have hpos (k : ℕ) : (0 : ℝ) < (k : ℝ) + 1 := Nat.cast_add_one_pos k
  have hexp (k : ℕ) : ∫ x in Ioi (0 : ℝ), exp (-(((k : ℝ) + 1) * x)) = ((k : ℝ) + 1)⁻¹ := by
    have h := integral_comp_mul_left_Ioi (fun x => exp (-x)) 0 (hpos k)
    rw [mul_zero, integral_exp_neg_Ioi, neg_zero, exp_zero, smul_eq_mul, mul_one] at h
    exact h
  have hint (k : ℕ) : Integrable (fun x => ((k : ℝ) + 1)⁻¹ * exp (-(((k : ℝ) + 1) * x)))
      (volume.restrict (Ioi 0)) := by
    have hi : Integrable (fun x => exp (-(((k : ℝ) + 1) * x))) (volume.restrict (Ioi 0)) := by
      apply integrable_of_ne_zero
      rw [hexp k]
      exact (inv_pos.2 (hpos k)).ne'
    exact hi.const_mul _
  have hval (k : ℕ) : ∫ x in Ioi (0 : ℝ), ((k : ℝ) + 1)⁻¹ * exp (-(((k : ℝ) + 1) * x))
      = ((k : ℝ) + 1)⁻¹ * ((k : ℝ) + 1)⁻¹ := by
    rw [integral_const_mul, hexp k]
  have hn (k : ℕ) (x : ℝ) : ‖((k : ℝ) + 1)⁻¹ * exp (-(((k : ℝ) + 1) * x))‖
      = ((k : ℝ) + 1)⁻¹ * exp (-(((k : ℝ) + 1) * x)) :=
    Real.norm_of_nonneg (mul_pos (inv_pos.2 (hpos k)) (exp_pos _)).le
  have hsum : Summable fun k : ℕ =>
      ∫ x in Ioi (0 : ℝ), ‖((k : ℝ) + 1)⁻¹ * exp (-(((k : ℝ) + 1) * x))‖ := by
    simp only [hn, hval]
    exact hz.summable
  -- integrate the logarithmic series term by term
  have key := hasSum_integral_of_summable_integral_norm hint hsum
  simp only [hval] at key
  have hlog : ∫ x in Ioi (0 : ℝ), -log (1 - exp (-x)) = ∫ x in Ioi (0 : ℝ),
      ∑' k : ℕ, ((k : ℝ) + 1)⁻¹ * exp (-(((k : ℝ) + 1) * x)) := by
    refine setIntegral_congr_fun measurableSet_Ioi fun x hx => ?_
    show -log (1 - exp (-x)) = ∑' k : ℕ, ((k : ℝ) + 1)⁻¹ * exp (-(((k : ℝ) + 1) * x))
    have hy : |exp (-x)| < 1 := by
      rw [abs_of_pos (exp_pos (-x))]
      exact Real.exp_lt_one_iff.2 (neg_lt_zero.2 (mem_Ioi.1 hx))
    rw [← (hasSum_pow_div_log_of_abs_lt_one hy).tsum_eq]
    refine tsum_congr fun k => ?_
    have e : exp (-(((k : ℝ) + 1) * x)) = exp (-x) ^ (k + 1) := by
      rw [← exp_nat_mul, Nat.cast_add, Nat.cast_one, mul_neg]
    rw [e, div_eq_inv_mul]
  rw [hlog]
  exact key.unique hz

/-- The integral of `ln (1 + exp (-x))` over positive `x` is `π² / 12`. -/
theorem integral_half_line : ∫ x in Ioi (0 : ℝ), log (1 + exp (-x)) = π ^ 2 / 12 := by
  have hp : 0 < π ^ 2 / 6 := div_pos (pow_pos pi_pos 2) (by norm_num)
  have h2 : ∫ x in Ioi (0 : ℝ), -log (1 - exp (-(2 * x))) = 2⁻¹ * (π ^ 2 / 6) := by
    have h := integral_comp_mul_left_Ioi (fun x => -log (1 - exp (-x))) 0
      (two_pos : (0 : ℝ) < 2)
    rw [mul_zero, integral_bose, smul_eq_mul] at h
    exact h
  have i1 : Integrable (fun x => -log (1 - exp (-x))) (volume.restrict (Ioi 0)) := by
    apply integrable_of_ne_zero
    rw [integral_bose]
    exact hp.ne'
  have i2 : Integrable (fun x => -log (1 - exp (-(2 * x)))) (volume.restrict (Ioi 0)) := by
    apply integrable_of_ne_zero
    rw [h2]
    exact (mul_pos (inv_pos.2 two_pos) hp).ne'
  -- the factorisation 1 - y² = (1 - y) (1 + y) relates the two statistics
  have hc : ∫ x in Ioi (0 : ℝ), log (1 + exp (-x)) = ∫ x in Ioi (0 : ℝ),
      (-log (1 - exp (-x)) - -log (1 - exp (-(2 * x)))) := by
    refine setIntegral_congr_fun measurableSet_Ioi fun x hx => ?_
    show log (1 + exp (-x)) = -log (1 - exp (-x)) - -log (1 - exp (-(2 * x)))
    have hy : exp (-x) < 1 := Real.exp_lt_one_iff.2 (neg_lt_zero.2 (mem_Ioi.1 hx))
    have e : exp (-(2 * x)) = exp (-x) * exp (-x) := by
      rw [← exp_add, two_mul, neg_add]
    have hf : 1 - exp (-(2 * x)) = (1 - exp (-x)) * (1 + exp (-x)) := by
      rw [e]
      ring
    rw [hf, log_mul (sub_pos.2 hy).ne' (add_pos one_pos (exp_pos (-x))).ne']
    ring
  rw [hc, integral_sub i1 i2, integral_bose, h2]
  ring

/-- The thermal kernel is integrable, and its integral over all reduced energies is `π² / 6`. -/
theorem integral_thermalKernel :
    Integrable thermalKernel ∧ ∫ x, thermalKernel x = π ^ 2 / 6 := by
  have h : ∫ x, thermalKernel x = π ^ 2 / 6 := by
    simp only [thermalKernel_eq]
    rw [integral_comp_abs (f := fun y => log (1 + exp (-y))), integral_half_line]
    ring
  refine ⟨integrable_of_ne_zero ?_, h⟩
  rw [h]
  exact (div_pos (pow_pos pi_pos 2) (by norm_num)).ne'

/-- For `T > 0`, the bracket in `thermalGrandPotential` is `T` times the thermal kernel at the
reduced energy `(e - μ) / T`. -/
theorem level_excess (e μ : ℝ) {T : ℝ} (hT : 0 < T) :
    T * log (1 + exp (-((e - μ) / T))) - max (μ - e) 0 = T * thermalKernel ((e - μ) / T) := by
  have h : T * -((e - μ) / T) = μ - e := by
    rw [mul_neg, mul_comm, div_mul_cancel₀ (e - μ) hT.ne', neg_sub]
  unfold thermalKernel
  rw [mul_sub, mul_max_of_nonneg _ _ hT.le, mul_zero, h]

/-- For a constant density of states `n`, the thermal part of the electronic grand potential
is exactly `-(π² / 6) n T²`. -/
theorem thermalGrandPotential_const (n μ : ℝ) {T : ℝ} (hT : 0 < T) :
    thermalGrandPotential (fun _ => n) μ T = -(π ^ 2 / 6) * n * T ^ 2 := by
  -- shift by the chemical potential and measure energies in units of T
  have hs : ∫ e, thermalKernel ((e - μ) / T) = T * (π ^ 2 / 6) := by
    have h := integral_sub_right_eq_self (μ := volume) (fun x : ℝ => thermalKernel (x / T)) μ
    rw [Measure.integral_comp_div thermalKernel T, abs_of_pos hT, smul_eq_mul,
      integral_thermalKernel.2] at h
    exact h
  unfold thermalGrandPotential
  simp only [level_excess _ μ hT]
  rw [integral_const_mul, integral_const_mul, hs]
  ring

end

end FlatBandGrandPotential
```

```lean
#print axioms FlatBandGrandPotential.thermalGrandPotential_const
```

```
'FlatBandGrandPotential.thermalGrandPotential_const' depends on axioms: [propext, Classical.choice, Quot.sound]
```

## How the proof follows the calculation

`thermalKernel_eq` proves the symmetry by splitting on the sign of \(x\) and using the factorisation above.

`integrable_of_ne_zero` supplies integrability throughout. Lean assigns the value zero to the integral of a non-integrable function, so a nonzero value shows that the function is integrable.

In `integral_bose`, `hz` is the sum of inverse squares, taken from Mathlib and re-indexed to start at \(k=0\). `hexp` integrates each exponential, and `hsum` shows that the integrals of the absolute values are summable. This permits the exchange of sum and integral in `key`, while `hlog` identifies the series with the logarithm.

`integral_half_line` obtains the halved integral `h2` by rescaling. The two integrability facts `i1` and `i2` justify splitting the integral of the difference, and `hc` contains the factorisation that links the two statistics. `integral_thermalKernel` then doubles the half-line value through `integral_comp_abs`.

`level_excess` rewrites the bracket as \(T\varphi((e-\mu)/T)\). In the final theorem, `hs` shifts the integration variable by \(\mu\) and rescales it by \(T\), which produces one factor of \(T\). The other comes from `level_excess`, and `ring` collects them into \(T^2\).
